# A Fourier criterion for orthonormal lattice translates on a finite ring

## Conventions on the ring

A ring has N = L·M sites, divided into M cells of L sites each, with L, M ≥ 1. Site positions x and wave numbers k are integers modulo N. Write

χ(j) = exp(2πi j/N)

for the basic phase, which is well defined modulo N. A complex function φ on the ring has the Fourier transform

φ̂(k) = ∑ₓ χ(−xk) φ(x),

with no prefactor. Cells R and crystal momenta K run over 0, …, M−1. The overlap of two translates and the folded weight are

S(R,R′) = ∑ₓ φ(x − RL)* φ(x − R′L),

W(k) = ∑_{m<L} |φ̂(k + mM)|².

The claim is that S(R,R′) = δ_{RR′} for all R, R′ exactly when W(K) = L for every K. If W(K) is merely positive for every K, a rescaling of φ̂ produces a function whose translates are orthonormal.

## Overlaps as Fourier sums of the folded weight

The sum ∑ₓ χ(xb) is N for b = 0. Otherwise it is a geometric sum with ratio χ(b) ≠ 1 and χ(b)^N = 1, so it vanishes.

For any shifts a and b, expanding the squared modulus gives

∑ₖ χ(k(a−b)) |φ̂(k)|² = ∑ₓ ∑_y φ(x)* φ(y) ∑ₖ χ(k(x + a − b − y)).

The sum over k selects y = x + a − b and contributes a factor N. Replacing x by x − a then yields

N ∑ₓ φ(x−a)* φ(x−b) = ∑ₖ χ(k(a−b)) |φ̂(k)|².

Now set a = RL and b = R′L, and write each k uniquely as K + mM with K < M and m < L. Since ML = N, the phase does not depend on m:

χ((K + mM)(R−R′)L) = χ(KL(R−R′)) = exp(2πi K(R−R′)/M).

Summing over m first gives

N S(R,R′) = ∑_K exp(2πi K(R−R′)/M) W(K).

If W(K) = L for every K, the remaining phase sum is M δ_{RR′}, by the same geometric-sum argument with M in place of N. The right side is then LM δ_{RR′}, and dividing by N gives orthonormality.

Conversely, let the translates be orthonormal. Take R′ = 0, multiply by exp(−2πi K′R/M) and sum over R. The left side is N, because only R = 0 survives. On the right, the sum over R selects K = K′:

N = M W(K′), hence W(K′) = L.

## Rescaling a trial orbital

Suppose W(K) > 0 for every K. Define new amplitudes and transform back:

c(k) = √(L/W(k)) φ̂(k),

w(x) = N⁻¹ ∑ₖ χ(xk) c(k).

The transform of w is c, since

ŵ(q) = N⁻¹ ∑ₖ c(k) ∑ₓ χ(x(k−q)) = c(q).

Replacing k by k + M only permutes the terms of W cyclically, so W(K + mM) = W(K). The new folded weight is therefore

∑_{m<L} |c(K + mM)|² = (L/W(K)) W(K) = L,

and the criterion applies to w.

Positivity has a direct meaning. If W(K) = 0, the trial orbital has no component at crystal momentum K, its Bloch sum there vanishes, and its translates are linearly dependent.

For one orbital per cell on a finite one-dimensional ring, this rescaling turns a trial orbital into a Wannier-type function. No Hamiltonian enters, so the result does not identify the span of the translates with an energy band, and it says nothing about localisation.

## Definitions in Lean

The sizes are nonzero natural numbers. General Fourier lemmas use a ring of `N` sites, and the lattice statements use `L * M`.

```lean
import Mathlib

open Finset ZMod
open scoped ComplexConjugate

namespace WannierTranslates

noncomputable section

variable {N L M : ℕ} [NeZero N] [NeZero L] [NeZero M]
```

The character `stdAddChar` is χ, so the next definition is φ̂.

```lean
/-- The discrete Fourier transform of a function on a ring of `N` sites, without prefactor. -/
def fourier (φ : ZMod N → ℂ) (k : ZMod N) : ℂ :=
  ∑ x, stdAddChar (-(x * k)) * φ x
```

The inverse transform carries the whole factor 1/N.

```lean
/-- The function on the ring with prescribed Fourier amplitudes `c`. -/
def synth (c : ZMod N → ℂ) (x : ZMod N) : ℂ :=
  (N : ℂ)⁻¹ * ∑ k, stdAddChar (x * k) * c k
```

The folded weight W is real and is defined at every wave number of the ring, not only at K < M.

```lean
/-- The spectral weight of `φ` summed over the `L` wave numbers `k + m M`. -/
def foldedWeight (φ : ZMod (L * M) → ℂ) (k : ZMod (L * M)) : ℝ :=
  ∑ m ∈ range L, ‖fourier φ (k + (m : ZMod (L * M)) * (M : ZMod (L * M)))‖ ^ 2
```

In the overlap, cells are elements of `Fin M`, converted to ring positions and multiplied by `L`. The first translate is conjugated.

```lean
/-- The overlap of the translates of `φ` to the cells `R` and `R'`, each cell having `L` sites. -/
def overlap (φ : ZMod (L * M) → ℂ) (R R' : Fin M) : ℂ :=
  ∑ x, conj (φ (x - ((R : ℕ) : ZMod (L * M)) * (L : ZMod (L * M)))) *
    φ (x - ((R' : ℕ) : ZMod (L * M)) * (L : ZMod (L * M)))
```

Orthonormality is a condition on every pair of cells, including the norm when the two coincide.

```lean
/-- The `M` lattice translates of `φ` are orthonormal. -/
def OrthonormalTranslates (φ : ZMod (L * M) → ℂ) : Prop :=
  ∀ R R' : Fin M, overlap φ R R' = if R = R' then 1 else 0
```

The rescaled orbital w is defined for any φ, but its orthonormality will require positive folded weight.

```lean
/-- The trial function `φ` with each Fourier amplitude rescaled by the root of `L` over the
folded weight. -/
def normalise (φ : ZMod (L * M) → ℂ) : ZMod (L * M) → ℂ :=
  synth (fun k => ((√((L : ℝ) / foldedWeight φ k) : ℝ) : ℂ) * fourier φ k)
```

## Character sums and the shifted Parseval identity

Mathlib supplies the orthogonality of the character, here put in the form used above.

```lean
/-- Plane waves on the ring sum to zero unless the wave number vanishes. -/
theorem sum_char (b : ZMod N) :
    ∑ x : ZMod N, stdAddChar (x * b) = if b = 0 then (N : ℂ) else 0 := by
  rw [AddChar.sum_mulShift b (isPrimitive_stdAddChar N)]
  split_ifs <;> simp [ZMod.card]
```

Inversion follows by exchanging the two sums, combining the phases and keeping the term k = q.

```lean
/-- The function synthesised from amplitudes `c` has Fourier transform `c`. -/
theorem fourier_synth (c : ZMod N → ℂ) (q : ZMod N) : fourier (synth c) q = c q := by
  have h : fourier (synth c) q =
      ∑ k, (N : ℂ)⁻¹ * c k * ∑ x : ZMod N, stdAddChar (x * (k - q)) := by
    simp_rw [fourier, synth, mul_sum]
    rw [sum_comm]
    refine sum_congr rfl fun k _ => sum_congr rfl fun x _ => ?_
    have e : x * (k - q) = -(x * q) + x * k := by ring
    rw [e, AddChar.map_add_eq_mul]
    ring
  have hN : (N : ℂ) ≠ 0 := Nat.cast_ne_zero.2 (NeZero.ne N)
  simp_rw [h, sum_char, sub_eq_zero]
  rw [sum_eq_single q (fun k _ hk => by rw [if_neg hk, mul_zero]) (by simp), if_pos rfl]
  field_simp
```

In the Parseval identity, `key` expands the squared modulus into a double sum, `shift` is the substitution in x, and `sel` carries out the selection y = x + a − b.

```lean
/-- Parseval's identity for two shifted copies of `φ`: a shift enters only through a phase. -/
theorem parseval_shift (φ : ZMod N → ℂ) (a b : ZMod N) :
    (N : ℂ) * ∑ x, conj (φ (x - a)) * φ (x - b) =
      ∑ k, stdAddChar (k * (a - b)) * (‖fourier φ k‖ : ℂ) ^ 2 := by
  have key : ∀ k : ZMod N, stdAddChar (k * (a - b)) * (‖fourier φ k‖ : ℂ) ^ 2 =
      ∑ x, ∑ y, conj (φ x) * φ y * stdAddChar (k * (x + a - b - y)) := by
    intro k
    rw [← Complex.conj_mul', fourier, map_sum (starRingEnd ℂ), sum_mul_sum, mul_sum]
    refine sum_congr rfl fun x _ => ?_
    rw [mul_sum]
    refine sum_congr rfl fun y _ => ?_
    have e : k * (x + a - b - y) = k * (a - b) + (x * k + -(y * k)) := by ring
    have hc : conj (stdAddChar (-(x * k)) : ℂ) = stdAddChar (x * k) := by
      rw [← AddChar.map_neg_eq_conj, neg_neg]
    rw [e, AddChar.map_add_eq_mul, AddChar.map_add_eq_mul, map_mul (starRingEnd ℂ), hc]
    ring
  have shift : ∑ x, conj (φ (x - a)) * φ (x - b) = ∑ x, conj (φ x) * φ (x + a - b) :=
    Fintype.sum_equiv (Equiv.subRight a) _ _ (fun x => by simp)
  rw [sum_congr rfl (fun k _ => key k), sum_comm, shift, mul_sum]
  refine sum_congr rfl fun x _ => ?_
  -- the sum over wave numbers selects `y = x + a - b`
  have sel : ∀ y, ∑ k : ZMod N, conj (φ x) * φ y * stdAddChar (k * (x + a - b - y)) =
      if y = x + a - b then conj (φ x) * φ y * (N : ℂ) else 0 := by
    intro y
    rw [← mul_sum, sum_char]
    by_cases h : y = x + a - b
    · rw [if_pos h, if_pos (sub_eq_zero.2 h.symm)]
    · rw [if_neg h, if_neg (fun h' => h (sub_eq_zero.1 h').symm), mul_zero]
  rw [sum_comm, sum_congr rfl (fun y _ => sel y), sum_ite_eq', if_pos (mem_univ _)]
  ring
```

## Folding the wave numbers

The next lemma is the relation ML = 0 modulo N, which removes m from the phase.

```lean
omit [NeZero L] [NeZero M] in
private lemma cell_zero : (M : ZMod (L * M)) * (L : ZMod (L * M)) = 0 := by
  rw [← Nat.cast_mul, Nat.mul_comm M L]
  exact ZMod.natCast_self _
```

Division by M with remainder shows that every k has the form K + mM. The pairs (K, m) are as numerous as the wave numbers, so the representation is unique.

```lean
/-- The sum of `f` over all wave numbers of the ring equals the double sum of its values at `K + m
M` over `K < M` and `m < L`. -/
theorem sum_fold (f : ZMod (L * M) → ℂ) :
    ∑ k, f k = ∑ K : Fin M, ∑ m ∈ range L,
      f (((K : ℕ) : ZMod (L * M)) + (m : ZMod (L * M)) * (M : ZMod (L * M))) := by
  simp_rw [Finset.sum_range]
  rw [← Fintype.sum_prod_type' (f := fun (K : Fin M) (m : Fin L) =>
    f (((K : ℕ) : ZMod (L * M)) + ((m : ℕ) : ZMod (L * M)) * (M : ZMod (L * M))))]
  symm
  refine Fintype.sum_bijective (fun p : Fin M × Fin L =>
    ((p.1 : ℕ) : ZMod (L * M)) + ((p.2 : ℕ) : ZMod (L * M)) * (M : ZMod (L * M)))
    ?_ _ _ (fun _ => rfl)
  rw [Fintype.bijective_iff_surjective_and_card]
  constructor
  · intro k
    refine ⟨(⟨k.val % M, Nat.mod_lt _ (NeZero.pos M)⟩, ⟨k.val / M, Nat.div_lt_of_lt_mul
      (lt_of_lt_of_eq (ZMod.val_lt k) (Nat.mul_comm L M))⟩), ?_⟩
    have h := congrArg (Nat.cast : ℕ → ZMod (L * M)) (Nat.mod_add_div' k.val M)
    rw [Nat.cast_add, Nat.cast_mul, ZMod.natCast_zmod_val] at h
    exact h
  · rw [Fintype.card_prod, Fintype.card_fin, Fintype.card_fin, ZMod.card]
    exact Nat.mul_comm M L
```

The orthogonality of cell phases is the geometric sum over M terms. For distinct indices the proof first shows that the ratio is not 1, using that Li and Lj are distinct integers below LM. The lemma serves for sums over cells and over crystal momenta alike.

```lean
/-- Orthogonality of the `M` Bloch phases on the lattice of cells. -/
theorem cell_orthogonality (i j : Fin M) :
    ∑ R : Fin M, stdAddChar (((R : ℕ) : ZMod (L * M)) * ((L : ZMod (L * M)) *
      (((i : ℕ) : ZMod (L * M)) - ((j : ℕ) : ZMod (L * M))))) =
      if i = j then (M : ℂ) else 0 := by
  set a : ZMod (L * M) := (L : ZMod (L * M)) *
    (((i : ℕ) : ZMod (L * M)) - ((j : ℕ) : ZMod (L * M))) with ha
  have hp : ∀ K : ℕ, (stdAddChar ((K : ZMod (L * M)) * a) : ℂ) = stdAddChar a ^ K := by
    intro K
    rw [← nsmul_eq_mul, AddChar.map_nsmul_eq_pow]
  simp_rw [hp]
  rw [← Finset.sum_range (fun K => (stdAddChar a : ℂ) ^ K)]
  split_ifs with h
  · have h0 : a = 0 := by rw [ha, h, sub_self, mul_zero]
    simp [h0]
  · have h0 : a ≠ 0 := by
      intro h0
      have h2 : ((L * (i : ℕ) : ℕ) : ZMod (L * M)) = ((L * (j : ℕ) : ℕ) : ZMod (L * M)) := by
        rw [Nat.cast_mul, Nat.cast_mul]
        linear_combination ha.symm.trans h0
      rw [ZMod.natCast_eq_natCast_iff',
        Nat.mod_eq_of_lt ((Nat.mul_lt_mul_left (NeZero.pos L)).2 i.isLt),
        Nat.mod_eq_of_lt ((Nat.mul_lt_mul_left (NeZero.pos L)).2 j.isLt)] at h2
      exact h (Fin.ext (Nat.eq_of_mul_eq_mul_left (NeZero.pos L) h2))
    have h1 : (stdAddChar a : ℂ) ≠ 1 := fun h' =>
      h0 (injective_stdAddChar (h'.trans (AddChar.map_zero_eq_one _).symm))
    -- a geometric sum over a full period
    rw [geom_sum_eq h1, ← hp, ha, ← mul_assoc, cell_zero, zero_mul,
      AddChar.map_zero_eq_one, sub_self, zero_div]
```

Combining the Parseval identity with the folding gives the formula for N S(R,R′).

```lean
/-- The overlap of two translates, multiplied by the number `L * M` of sites, is a Fourier sum of
the folded spectral weight. -/
theorem overlap_folded (φ : ZMod (L * M) → ℂ) (R R' : Fin M) :
    ((L * M : ℕ) : ℂ) * overlap φ R R' =
      ∑ K : Fin M, stdAddChar (((K : ℕ) : ZMod (L * M)) * ((L : ZMod (L * M)) *
        (((R : ℕ) : ZMod (L * M)) - ((R' : ℕ) : ZMod (L * M))))) *
        (foldedWeight φ ((K : ℕ) : ZMod (L * M)) : ℂ) := by
  rw [overlap, parseval_shift, sum_fold]
  refine sum_congr rfl fun K _ => ?_
  rw [foldedWeight, Complex.ofReal_sum, mul_sum]
  refine sum_congr rfl fun m _ => ?_
  have e : (((K : ℕ) : ZMod (L * M)) + (m : ZMod (L * M)) * (M : ZMod (L * M))) *
      (((R : ℕ) : ZMod (L * M)) * (L : ZMod (L * M)) -
        ((R' : ℕ) : ZMod (L * M)) * (L : ZMod (L * M))) =
      ((K : ℕ) : ZMod (L * M)) * ((L : ZMod (L * M)) *
        (((R : ℕ) : ZMod (L * M)) - ((R' : ℕ) : ZMod (L * M)))) := by
    linear_combination ((m : ZMod (L * M)) *
      (((R : ℕ) : ZMod (L * M)) - ((R' : ℕ) : ZMod (L * M)))) * cell_zero (L := L) (M := M)
  rw [e, Complex.ofReal_pow]
```

## The criterion

The theorem covers every complex function on the ring and every pair of nonzero sizes. For L = 1 it requires |φ̂(K)| = 1 at each K; for M = 1 it reduces to the normalisation of φ.

In the forward direction, `hA` and `hB` evaluate the same inverse Fourier sum in two ways, first from orthonormality and then from the folded weights. The reverse direction inserts W(K) = L into the overlap formula and cancels N.

```lean
/-- The `M` lattice translates of `φ` are orthonormal exactly when the folded spectral weight
equals `L` at every `K` in `[0, M)`. -/
theorem orthonormalTranslates_iff (φ : ZMod (L * M) → ℂ) :
    OrthonormalTranslates φ ↔
      ∀ K : Fin M, foldedWeight φ ((K : ℕ) : ZMod (L * M)) = L := by
  have hM : (M : ℂ) ≠ 0 := Nat.cast_ne_zero.2 (NeZero.ne M)
  constructor
  · intro h K'
    -- invert the Fourier sum over cells, with the second translate kept at the origin
    have hA : ∑ R : Fin M, stdAddChar (-(((K' : ℕ) : ZMod (L * M)) * ((L : ZMod (L * M)) *
        ((R : ℕ) : ZMod (L * M))))) * (((L * M : ℕ) : ℂ) * overlap φ R 0) =
        ((L * M : ℕ) : ℂ) := by
      rw [sum_eq_single 0 (fun R _ hR => by rw [h, if_neg hR, mul_zero, mul_zero]) (by simp),
        h, if_pos rfl]
      simp
    have hB : ∑ R : Fin M, stdAddChar (-(((K' : ℕ) : ZMod (L * M)) * ((L : ZMod (L * M)) *
        ((R : ℕ) : ZMod (L * M))))) * (((L * M : ℕ) : ℂ) * overlap φ R 0) =
        ∑ K : Fin M, (foldedWeight φ ((K : ℕ) : ZMod (L * M)) : ℂ) *
          ∑ R : Fin M, stdAddChar (((R : ℕ) : ZMod (L * M)) * ((L : ZMod (L * M)) *
            (((K : ℕ) : ZMod (L * M)) - ((K' : ℕ) : ZMod (L * M))))) := by
      simp_rw [overlap_folded, mul_sum]
      rw [sum_comm]
      refine sum_congr rfl fun K _ => sum_congr rfl fun R _ => ?_
      have z : (((0 : Fin M) : ℕ) : ZMod (L * M)) = 0 := by simp
      have e : ((R : ℕ) : ZMod (L * M)) * ((L : ZMod (L * M)) *
          (((K : ℕ) : ZMod (L * M)) - ((K' : ℕ) : ZMod (L * M)))) =
          -(((K' : ℕ) : ZMod (L * M)) * ((L : ZMod (L * M)) * ((R : ℕ) : ZMod (L * M)))) +
          ((K : ℕ) : ZMod (L * M)) * ((L : ZMod (L * M)) *
            (((R : ℕ) : ZMod (L * M)) - (((0 : Fin M) : ℕ) : ZMod (L * M)))) := by
        rw [z]; ring
      rw [e, AddChar.map_add_eq_mul]
      ring
    simp_rw [cell_orthogonality] at hB
    rw [hA, sum_eq_single K' (fun K _ hK => by rw [if_neg hK, mul_zero]) (by simp),
      if_pos rfl, Nat.cast_mul] at hB
    exact_mod_cast (mul_right_cancel₀ hM hB).symm
  · intro h R R'
    have e := overlap_folded φ R R'
    simp_rw [h] at e
    rw [← sum_mul, cell_orthogonality] at e
    have hN : ((L * M : ℕ) : ℂ) ≠ 0 := Nat.cast_ne_zero.2 (NeZero.ne (L * M))
    apply mul_left_cancel₀ hN
    rw [e]
    split_ifs <;> push_cast <;> ring
```

## Orthonormal translates from a trial orbital

A sum over one full period is unchanged when its argument advances by one step.

```lean
omit [NeZero N] in
private lemma sum_shift (f : ℕ → ℝ) (n : ℕ) (h : f n = f 0) :
    ∑ m ∈ range n, f (m + 1) = ∑ m ∈ range n, f m := by
  have h1 := sum_range_succ f n
  have h2 := sum_range_succ' f n
  linarith
```

Applied to the folded weight, this gives invariance under k → k + M, and induction extends it to k → k + nM.

```lean
/-- The folded weight is periodic in the wave number with period `M`. -/
theorem foldedWeight_periodic (φ : ZMod (L * M) → ℂ) (k : ZMod (L * M)) (n : ℕ) :
    foldedWeight φ (k + (n : ZMod (L * M)) * (M : ZMod (L * M))) = foldedWeight φ k := by
  have step : ∀ q : ZMod (L * M),
      foldedWeight φ (q + (M : ZMod (L * M))) = foldedWeight φ q := by
    intro q
    refine Eq.trans ?_ (sum_shift (fun m : ℕ =>
      ‖fourier φ (q + (m : ZMod (L * M)) * (M : ZMod (L * M)))‖ ^ 2) L ?_)
    · exact sum_congr rfl fun m _ =>
        congrArg (fun z => ‖fourier φ z‖ ^ 2) (by rw [Nat.cast_add, Nat.cast_one]; ring)
    · exact congrArg (fun z => ‖fourier φ z‖ ^ 2)
        (by rw [Nat.cast_zero]; linear_combination cell_zero (L := L) (M := M))
  induction n with
  | zero => simp
  | succ n ih =>
    have e : k + ((n + 1 : ℕ) : ZMod (L * M)) * (M : ZMod (L * M)) =
        (k + (n : ZMod (L * M)) * (M : ZMod (L * M))) + (M : ZMod (L * M)) := by
      rw [Nat.cast_add, Nat.cast_one]; ring
    rw [e, step, ih]
```

The final theorem assumes positive folded weight at each K. The step `each` uses inversion and periodicity to pull the common factor L/W(K) out of the squared amplitudes; the sum then equals L, and the criterion gives orthonormality.

```lean
/-- If the folded weight of a trial function vanishes at no `K`, the rescaled function has
orthonormal lattice translates. -/
theorem normalise_orthonormal (φ : ZMod (L * M) → ℂ)
    (h : ∀ K : Fin M, 0 < foldedWeight φ ((K : ℕ) : ZMod (L * M))) :
    OrthonormalTranslates (normalise φ) := by
  rw [orthonormalTranslates_iff]
  intro K
  -- the rescaling factor is the same for all wave numbers folded onto `K`
  have each : ∀ m : ℕ, ‖fourier (normalise φ)
      (((K : ℕ) : ZMod (L * M)) + (m : ZMod (L * M)) * (M : ZMod (L * M)))‖ ^ 2 =
      (L : ℝ) / foldedWeight φ ((K : ℕ) : ZMod (L * M)) * ‖fourier φ
        (((K : ℕ) : ZMod (L * M)) + (m : ZMod (L * M)) * (M : ZMod (L * M)))‖ ^ 2 := by
    intro m
    rw [normalise, fourier_synth, foldedWeight_periodic, norm_mul, mul_pow, Complex.norm_real,
      Real.norm_eq_abs, sq_abs, Real.sq_sqrt (div_nonneg (Nat.cast_nonneg _) (h K).le)]
  rw [foldedWeight, sum_congr rfl (fun m _ => each m), ← mul_sum]
  exact div_mul_cancel₀ _ (h K).ne'

end

end WannierTranslates
```

```lean
#print axioms WannierTranslates.orthonormalTranslates_iff
#print axioms WannierTranslates.normalise_orthonormal
```

```
'WannierTranslates.orthonormalTranslates_iff' depends on axioms: [propext, Classical.choice, Quot.sound]
'WannierTranslates.normalise_orthonormal' depends on axioms: [propext, Classical.choice, Quot.sound]
```
